# Equal dimensions of the even and odd fermion-parity sectors in a finite state space with at least one mode

The theorem `sector_dimensions` concerns complex square matrices `a`, `c` and `P` on a state space of finite dimension d, with ac + ca = 1, Pa = −aP and P² = 1. It states that the projectors (1 + P)/2 and (1 − P)/2 each have rank d/2, written without division as twice the rank equals d. In physics, `a` and `c` play the annihilator and creator of a fermionic mode and `P` the parity, though `c` is not required to be the adjoint of `a`, nor `P` to be Hermitian. The proof takes from earlier lemmas that both projectors have trace d/2 and are idempotent, replaces each trace by a rank, and carries the resulting equations from the complex numbers back to the natural numbers.

As first written in Lean, the proof fails:

```lean
import Mathlib

namespace FermionParityTrace

noncomputable section

variable {n : Type*} [Fintype n] [DecidableEq n]

/-- The projector `(1 + P)/2` onto the even sector of a parity operator `P`. -/
def evenProjector (P : Matrix n n ℂ) : Matrix n n ℂ := (1 / 2 : ℂ) • (1 + P)

/-- The projector `(1 - P)/2` onto the odd sector of a parity operator `P`. -/
def oddProjector (P : Matrix n n ℂ) : Matrix n n ℂ := (1 / 2 : ℂ) • (1 - P)

/-- An operator that anticommutes with the annihilator `a` of a mode with `ac + ca = 1`
is traceless. -/
theorem trace_parity_eq_zero (a c P : Matrix n n ℂ)
    (hac : a * c + c * a = 1) (hPa : P * a = -(a * P)) : P.trace = 0 := by
  -- moving `a` once around the trace costs one sign
  have h1 : (P * (a * c)).trace = -(P * (c * a)).trace := by
    calc (P * (a * c)).trace = (P * a * c).trace := by rw [mul_assoc]
      _ = -(a * (P * c)).trace := by rw [hPa, neg_mul, Matrix.trace_neg, mul_assoc]
      _ = -(P * c * a).trace := by rw [Matrix.trace_mul_comm]
      _ = -(P * (c * a)).trace := by rw [mul_assoc]
  calc P.trace = (P * (a * c + c * a)).trace := by rw [hac, mul_one]
    _ = 0 := by rw [mul_add, Matrix.trace_add, h1, neg_add_cancel]

/-- If `ac + ca = 1` and `P` anticommutes with `a`, then `(1 + P)/2` and `(1 - P)/2` both have trace
`d/2`, where `d` is the dimension of the state space. -/
theorem trace_sector_projectors (a c P : Matrix n n ℂ)
    (hac : a * c + c * a = 1) (hPa : P * a = -(a * P)) :
    (evenProjector P).trace = (Fintype.card n : ℂ) / 2 ∧
      (oddProjector P).trace = (Fintype.card n : ℂ) / 2 := by
  have h := trace_parity_eq_zero a c P hac hPa
  constructor
  · rw [evenProjector, Matrix.trace_smul, Matrix.trace_add, Matrix.trace_one, h, smul_eq_mul]
    ring
  · rw [oddProjector, Matrix.trace_smul, Matrix.trace_sub, Matrix.trace_one, h, smul_eq_mul]
    ring

/-- If `P` squares to one, the even and the odd projector are idempotent. -/
theorem sector_projectors_idempotent (P : Matrix n n ℂ) (hP : P * P = 1) :
    evenProjector P * evenProjector P = evenProjector P ∧
      oddProjector P * oddProjector P = oddProjector P := by
  have key : ∀ R : Matrix n n ℂ, R * R = 1 →
      evenProjector R * evenProjector R = evenProjector R := by
    intro R hR
    have h2 : (1 + R) * (1 + R) = (2 : ℂ) • (1 + R) := by
      calc (1 + R) * (1 + R) = 1 + R + R + R * R := by noncomm_ring
        _ = (2 : ℂ) • (1 + R) := by
          rw [hR]
          module
    rw [evenProjector, Matrix.smul_mul, Matrix.mul_smul, h2, smul_smul, smul_smul]
    congr 1
    norm_num
  -- the odd sector of `P` is the even sector of `-P`
  have hodd : oddProjector P = evenProjector (-P) := by
    rw [oddProjector, evenProjector, sub_eq_add_neg]
  refine ⟨key P hP, ?_⟩
  rw [hodd]
  exact key (-P) (by rw [neg_mul_neg, hP])

/-- The trace of an idempotent matrix is its rank. -/
theorem trace_eq_rank_of_idempotent (Q : Matrix n n ℂ) (hQ : Q * Q = Q) :
    Q.trace = (Q.rank : ℂ) := by
  have hproj : LinearMap.IsProj (LinearMap.range Q.mulVecLin) Q.mulVecLin :=
    ⟨fun x => LinearMap.mem_range_self _ x, by
      rintro _ ⟨y, rfl⟩
      simp only [Matrix.mulVecLin_apply, Matrix.mulVec_mulVec, hQ]⟩
  have h2 : LinearMap.trace ℂ (n → ℂ) Q.mulVecLin = Q.trace := by
    rw [← Matrix.toLin'_apply', LinearMap.trace_eq_matrix_trace ℂ (Pi.basisFun ℂ n),
      LinearMap.toMatrix_eq_toMatrix', LinearMap.toMatrix'_toLin']
  exact h2.symm.trans hproj.trace

/-- If `ac + ca = 1`, `P` anticommutes with `a` and `P² = 1`, then the even and the odd projector
each have rank equal to half the dimension of the state space. -/
theorem sector_dimensions (a c P : Matrix n n ℂ)
    (hac : a * c + c * a = 1) (hPa : P * a = -(a * P)) (hP : P * P = 1) :
    2 * (evenProjector P).rank = Fintype.card n ∧
      2 * (oddProjector P).rank = Fintype.card n := by
  obtain ⟨te, to⟩ := trace_sector_projectors a c P hac hPa
  obtain ⟨ie, io⟩ := sector_projectors_idempotent P hP
  rw [trace_eq_rank_of_idempotent _ ie] at te
  rw [trace_eq_rank_of_idempotent _ io] at to
  constructor
  · have h : (2 : ℂ) * ((evenProjector P).rank : ℂ) = (Fintype.card n : ℂ) := by
      rw [te]
      ring
    exact_mod_cast h
  · have h : (2 : ℂ) * ((oddProjector P).rank : ℂ) = (Fintype.card n : ℂ) := by
      rw [to]
      ring
    exact_mod_cast h

end

end FermionParityTrace
```

Messages:

```
Main.lean:81:13: error: unexpected token 'to'; expected rcasesPat
```

Cause. The message is a parsing error: in the pattern `⟨te, to⟩` after `obtain`, Lean expected a pattern, such as a name for a hypothesis, and met the token `to`. With Mathlib imported, `to` is a keyword, belonging to tactic syntax such as `lift x to ℕ`, so it cannot serve as an ordinary name. The failure therefore comes before any checking of the mathematics in this proof, and the message says nothing against the argument about traces and ranks.

The repair names the odd-sector trace equation `hOdd`, which is an ordinary identifier, so the pattern can be read. The later `at to` and `rw [to]` must change with it, since they refer to the same hypothesis. Renaming `te` to `hEven` is mere tidying, to match the new name: `te` was already a valid identifier. The steps of the proof are otherwise unchanged.

Lean accepts the file once it reads:

```diff
@@ -79,15 +79,15 @@
     2 * (evenProjector P).rank = Fintype.card n ∧
       2 * (oddProjector P).rank = Fintype.card n := by
-  obtain ⟨te, to⟩ := trace_sector_projectors a c P hac hPa
+  obtain ⟨hEven, hOdd⟩ := trace_sector_projectors a c P hac hPa
   obtain ⟨ie, io⟩ := sector_projectors_idempotent P hP
-  rw [trace_eq_rank_of_idempotent _ ie] at te
-  rw [trace_eq_rank_of_idempotent _ io] at to
+  rw [trace_eq_rank_of_idempotent _ ie] at hEven
+  rw [trace_eq_rank_of_idempotent _ io] at hOdd
   constructor
   · have h : (2 : ℂ) * ((evenProjector P).rank : ℂ) = (Fintype.card n : ℂ) := by
-      rw [te]
+      rw [hEven]
       ring
     exact_mod_cast h
   · have h : (2 : ℂ) * ((oddProjector P).rank : ℂ) = (Fintype.card n : ℂ) := by
-      rw [to]
+      rw [hOdd]
       ring
     exact_mod_cast h
```
